# Relaxed and unrelaxed energy derivatives agree under every rotation of configuration space exactly when the state is an eigenvector

Orbital relaxation is modelled here by a path of real orthogonal matrices U(x) acting on the whole finite configuration space, with U(0) = 1. For more than one electron this class is in general larger than the rotations induced by orbital rotations, and the "only if" half of the result depends on that. The coefficient vector c stays fixed, and U is an arbitrary path, not the solution of response equations.

## The response term and the energy variance

Let H(x) be the real Hamiltonian matrix at perturbation strength x, written in an orthonormal basis of configurations. It is differentiable at x = 0, with H₀ = H(0) symmetric and H′ its derivative there. Let c be a unit vector. The relaxed energy is

E(x) = ⟨c, U(x)ᵀ H(x) U(x) c⟩.

The claim is that E′(0) equals the unrelaxed value ⟨c, H′c⟩ for every orthogonal path U that is differentiable at 0 and has U(0) = 1, if and only if H₀c is a multiple of c.

Write K = U′(0). Differentiating UᵀU = 1 at 0 gives Kᵀ + K = 0. The product rule and the symmetry of H₀ give

E′(0) = ⟨c, KᵀH₀c⟩ + ⟨c, H′c⟩ + ⟨c, H₀Kc⟩ = ⟨c, H′c⟩ + 2⟨H₀c, Kc⟩.

If H₀c = λc, the response is 2λ⟨c, Kc⟩. Antisymmetry gives ⟨c, Kc⟩ = −⟨c, Kc⟩, so the response vanishes.

For the converse, one well-chosen path suffices. Put e = ⟨c, H₀c⟩ and

r = H₀c − e c,  q = ⟨r, r⟩,  K = r cᵀ − c rᵀ.

Then ⟨c, r⟩ = e − e = 0, so Kc = r and Kr = −q c. For any vector v,

Kv = ⟨c, v⟩ r − ⟨r, v⟩ c,
K²v = −q⟨c, v⟩ c − ⟨r, v⟩ r,
K³v = −q⟨c, v⟩ r + q⟨r, v⟩ c = −q Kv.

Because K³ = −qK, the Cayley transform (1 − xK/2)⁻¹(1 + xK/2) has the closed form

U(x) = 1 + a (xK + (x²/2)K²),  a = 4/(4 + qx²).

Since Kᵀ = −K and K⁴ = −qK², the odd powers cancel in

UᵀU = 1 + (ax² − a²x⁴q/4 − a²x²) K² = 1 + ax²(1 − a(4 + qx²)/4) K² = 1.

At x = 0 we have a = 1 and a′ = 0, so U′(0) = K. The response along this path is

2⟨H₀c, r⟩ = 2⟨r + e c, r⟩ = 2q = 2(⟨H₀c, H₀c⟩ − e²),

twice the energy variance. If the two derivatives agree, then q = 0, hence r = 0 and H₀c = e c.

## A two-configuration example

Take

H(x) = [[1 + 3x, 2], [2, 4]],  c = (1, 0).

Then e = 1, H₀c = (1, 2), r = (0, 2) and q = 4. The unrelaxed derivative is 3, and the response is 8. The path gives

U(x)c = ((1 − x²)/(1 + x²), 2x/(1 + x²)),

so E(x) = 1 + 3x + 8x + O(x²), with derivative 11. The unit vector (1, 2)/√5, by contrast, is an eigenvector of H₀ with eigenvalue 5. Its derivative is 3/5 along every admissible path.

## Matrix families and rotation paths in Lean

The type `n` labels the configurations, `⬝ᵥ` is the real dot product, and `*ᵥ` applies a matrix to a vector.

```lean
import Mathlib

open Matrix

namespace RelaxedGradient

noncomputable section

variable {n : Type*} [Fintype n] [DecidableEq n]
```

Matrix derivatives are taken entry by entry, which avoids choosing a matrix norm. `HasDerivAt f d 0` says that f is differentiable at 0 with derivative d.

```lean
/-- The matrix family `A` has the entrywise derivative `A'` at zero perturbation. -/
def HasMatrixDeriv (A : ℝ → Matrix n n ℝ) (A' : Matrix n n ℝ) : Prop :=
  ∀ i j, HasDerivAt (fun x => A x i j) (A' i j) 0
```

A rotation path is orthogonal at every real x, but needs to be differentiable only at 0. The matrix `K` is its initial generator.

```lean
/-- A path of orthogonal matrices that starts at the identity with initial generator `K`. -/
structure IsRotationPath (U : ℝ → Matrix n n ℝ) (K : Matrix n n ℝ) : Prop where
  orth : ∀ x, (U x)ᵀ * U x = 1
  start : U 0 = 1
  deriv : HasMatrixDeriv U K
```

The next four definitions are E(x), the residual r, the generator K = r cᵀ − c rᵀ, and the closed form of the Cayley path.

```lean
/-- The energy of the fixed vector `c` with the Hamiltonian `H x` rotated by `U x`. -/
def relaxedEnergy (H U : ℝ → Matrix n n ℝ) (c : n → ℝ) : ℝ → ℝ :=
  fun x => c ⬝ᵥ ((U x)ᵀ * H x * U x) *ᵥ c

/-- The residual of the eigenvalue equation, with `⟨c, A c⟩` in place of the eigenvalue. -/
def residual (A : Matrix n n ℝ) (c : n → ℝ) : n → ℝ :=
  A *ᵥ c - (c ⬝ᵥ A *ᵥ c) • c

/-- The antisymmetric generator that mixes the vectors `c` and `r`. -/
def mixing (r c : n → ℝ) : Matrix n n ℝ := vecMulVec r c - vecMulVec c r

/-- The Cayley transform of `x K / 2`, written out for a generator with `K³ = -q K`. -/
def cayleyPath (K : Matrix n n ℝ) (q x : ℝ) : Matrix n n ℝ :=
  1 + (4 / (4 + q * x ^ 2)) • (x • K + (x ^ 2 / 2) • (K * K))
```

## The relaxed derivative

The product rule for matrices is the scalar product rule summed over the inner index.

```lean
omit [DecidableEq n] in
/-- The product rule for matrix families at zero perturbation. -/
theorem HasMatrixDeriv.mul {A B : ℝ → Matrix n n ℝ} {A' B' : Matrix n n ℝ}
    (hA : HasMatrixDeriv A A') (hB : HasMatrixDeriv B B') :
    HasMatrixDeriv (fun x => A x * B x) (A' * B 0 + A 0 * B') := by
  intro i j
  have h := HasDerivAt.fun_sum (u := Finset.univ)
    (fun k _ => (hA i k).fun_mul (hB k j))
  simpa only [Matrix.add_apply, Matrix.mul_apply, Finset.sum_add_distrib] using h
```

Applied to UᵀU, it gives antisymmetry: the same function is the constant 1, and uniqueness of derivatives forces Kᵀ + K = 0.

```lean
/-- The initial generator of an orthogonal path is antisymmetric. -/
theorem generator_antisymm {U : ℝ → Matrix n n ℝ} {K : Matrix n n ℝ}
    (hU : IsRotationPath U K) : Kᵀ = -K := by
  have ht : HasMatrixDeriv (fun x => (U x)ᵀ) Kᵀ := fun i j => hU.deriv j i
  ext i j
  -- differentiate the constant function `Uᵀ U = 1`
  have h := (ht.mul hU.deriv) i j
  simp only [hU.orth, hU.start, Matrix.transpose_one, one_mul, mul_one] at h
  have h0 := h.unique (hasDerivAt_const (0 : ℝ) ((1 : Matrix n n ℝ) i j))
  rw [Matrix.add_apply] at h0
  rw [Matrix.neg_apply]
  linarith
```

Two uses of the product rule differentiate UᵀHU. The final rewriting uses `hs`, the symmetry of `H 0`, to merge the two response terms into one with a factor 2.

```lean
/-- The relaxed derivative is the unrelaxed one plus the response `2 ⟨H c, K c⟩`. -/
theorem hasDerivAt_relaxedEnergy {H U : ℝ → Matrix n n ℝ} {H' K : Matrix n n ℝ}
    (hH : HasMatrixDeriv H H') (hs : (H 0).IsSymm) (hU : IsRotationPath U K) (c : n → ℝ) :
    HasDerivAt (relaxedEnergy H U c)
      (c ⬝ᵥ H' *ᵥ c + 2 * ((H 0 *ᵥ c) ⬝ᵥ (K *ᵥ c))) 0 := by
  have ht : HasMatrixDeriv (fun x => (U x)ᵀ) Kᵀ := fun i j => hU.deriv j i
  have hM : HasMatrixDeriv (fun x => (U x)ᵀ * H x * U x) (Kᵀ * H 0 + H' + H 0 * K) := by
    have h := (ht.mul hH).mul hU.deriv
    simpa only [hU.start, Matrix.transpose_one, one_mul, mul_one] using h
  have hE : HasDerivAt (relaxedEnergy H U c)
      (c ⬝ᵥ (Kᵀ * H 0 + H' + H 0 * K) *ᵥ c) 0 := by
    unfold relaxedEnergy
    simp only [dotProduct, Matrix.mulVec]
    exact HasDerivAt.fun_sum fun i _ =>
      (HasDerivAt.fun_sum fun j _ => (hM i j).mul_const (c j)).const_mul (c i)
  have hv : c ᵥ* H 0 = H 0 *ᵥ c := by
    rw [← Matrix.vecMul_transpose, hs.eq]
  -- symmetry of the Hamiltonian makes the two response terms equal
  refine hE.congr_deriv ?_
  rw [Matrix.add_mulVec, Matrix.add_mulVec, dotProduct_add, dotProduct_add,
    ← Matrix.mulVec_mulVec, ← Matrix.mulVec_mulVec, Matrix.dotProduct_mulVec c Kᵀ,
    Matrix.vecMul_transpose, Matrix.dotProduct_mulVec c (H 0), hv,
    dotProduct_comm (K *ᵥ c)]
  ring
```

## An explicit rotation towards the residual

The next theorem checks the three requirements on the Cayley path. The `calc` block is the computation of UᵀU above, with `hcoef` showing that the coefficient of K² is zero. The last part differentiates each entry at 0.

```lean
/-- For `q ≥ 0`, the Cayley path of an antisymmetric `K` with `K³ = -q K` is an orthogonal path with
initial generator `K`. -/
theorem cayleyPath_isRotationPath {K : Matrix n n ℝ} {q : ℝ} (hq : 0 ≤ q)
    (hK : Kᵀ = -K) (h3 : K * K * K = (-q) • K) : IsRotationPath (cayleyPath K q) K := by
  refine ⟨fun x => ?_, by simp [cayleyPath], fun i j => ?_⟩
  · have ha : 4 / (4 + q * x ^ 2) * (4 + q * x ^ 2) = 4 :=
      div_mul_cancel₀ _ (by positivity)
    have h4 : K * K * (K * K) = (-q) • (K * K) := by
      rw [← mul_assoc, h3, smul_mul_assoc]
    simp only [cayleyPath]
    generalize 4 / (4 + q * x ^ 2) = a at ha ⊢
    have ht : (1 + a • (x • K + (x ^ 2 / 2) • (K * K)))ᵀ
        = 1 + a • (x • (-K) + (x ^ 2 / 2) • (K * K)) := by
      simp only [Matrix.transpose_add, Matrix.transpose_smul, Matrix.transpose_mul,
        Matrix.transpose_one, hK, neg_mul_neg]
    have hcoef : a * x ^ 2 - a ^ 2 * x ^ 4 / 4 * q - a ^ 2 * x ^ 2 = 0 := by
      linear_combination (-(a * x ^ 2) / 4) * ha
    rw [ht]
    -- odd powers of `K` cancel, and the fourth power reduces to the second
    calc (1 + a • (x • (-K) + (x ^ 2 / 2) • (K * K)))
          * (1 + a • (x • K + (x ^ 2 / 2) • (K * K)))
        = 1 + (a * x ^ 2) • (K * K) + (a ^ 2 * x ^ 4 / 4) • (K * K * (K * K))
          - (a ^ 2 * x ^ 2) • (K * K) := by
          simp only [mul_add, add_mul, smul_mul_assoc, mul_smul_comm, smul_add, smul_neg,
            neg_mul, one_mul, mul_one, mul_assoc]
          module
      _ = 1 + (a * x ^ 2 - a ^ 2 * x ^ 4 / 4 * q - a ^ 2 * x ^ 2) • (K * K) := by
          rw [h4]
          module
      _ = 1 := by rw [hcoef, zero_smul, add_zero]
  · have ha : HasDerivAt (fun x : ℝ => 4 / (4 + q * x ^ 2)) 0 0 :=
      ((hasDerivAt_const (0 : ℝ) (4 : ℝ)).fun_div
        (((hasDerivAt_pow 2 (0 : ℝ)).const_mul q).const_add 4) (by simp)).congr_deriv
        (by simp)
    have hb : HasDerivAt (fun x : ℝ => x * K i j + x ^ 2 / 2 * (K * K) i j) (K i j) 0 :=
      (((hasDerivAt_id' (0 : ℝ)).mul_const (K i j)).fun_add
        (((hasDerivAt_pow 2 (0 : ℝ)).div_const 2).mul_const ((K * K) i j))).congr_deriv
        (by simp)
    have he : (fun x => cayleyPath K q x i j) = fun x => (1 : Matrix n n ℝ) i j
        + 4 / (4 + q * x ^ 2) * (x * K i j + x ^ 2 / 2 * (K * K) i j) := by
      funext x
      simp only [cayleyPath, Matrix.add_apply, Matrix.smul_apply, smul_eq_mul]
    rw [he]
    exact ((ha.fun_mul hb).const_add ((1 : Matrix n n ℝ) i j)).congr_deriv (by norm_num)
```

The formula for Kv comes next. It is then used three times to verify K³ = −qK on an arbitrary vector, for any r orthogonal to the unit vector c.

```lean
omit [DecidableEq n] in
/-- The action of the mixing generator on a vector. -/
theorem mixing_mulVec (r c v : n → ℝ) :
    mixing r c *ᵥ v = (c ⬝ᵥ v) • r - (r ⬝ᵥ v) • c := by
  ext i
  simp only [mixing, Matrix.mulVec, dotProduct, Matrix.sub_apply, Matrix.vecMulVec_apply,
    Pi.sub_apply, Pi.smul_apply, smul_eq_mul, sub_mul, Finset.sum_sub_distrib,
    Finset.sum_mul]
  congr 1 <;> exact Finset.sum_congr rfl (fun j _ => by ring)

/-- For a unit vector `c` and any `r` orthogonal to it, the Cayley path of their mixing
generator is an orthogonal path. -/
theorem mixing_isRotationPath {r c : n → ℝ} (hc : c ⬝ᵥ c = 1) (hcr : c ⬝ᵥ r = 0) :
    IsRotationPath (cayleyPath (mixing r c) (r ⬝ᵥ r)) (mixing r c) := by
  have hrc : r ⬝ᵥ c = 0 := by rw [dotProduct_comm, hcr]
  have hq : 0 ≤ r ⬝ᵥ r := Finset.sum_nonneg fun i _ => mul_self_nonneg (r i)
  refine cayleyPath_isRotationPath hq ?_ ?_
  · ext i j
    simp only [mixing, Matrix.transpose_apply, Matrix.neg_apply, Matrix.sub_apply,
      Matrix.vecMulVec_apply]
    ring
  · -- compare the action of both sides on an arbitrary vector
    apply Matrix.toLin'.injective
    refine LinearMap.ext fun v => ?_
    have hsm : ∀ t : ℝ, (t • mixing r c) *ᵥ v = t • (mixing r c *ᵥ v) := by
      intro t
      ext i
      simp only [Matrix.mulVec, dotProduct, Matrix.smul_apply, Pi.smul_apply, smul_eq_mul,
        Finset.mul_sum, mul_assoc]
    rw [Matrix.toLin'_apply, Matrix.toLin'_apply, hsm, ← Matrix.mulVec_mulVec,
      ← Matrix.mulVec_mulVec]
    simp only [mixing_mulVec, dotProduct_sub, dotProduct_smul, smul_eq_mul, hc, hcr, hrc]
    module
```

The residual satisfies that orthogonality condition, and for a symmetric matrix its squared length is the energy variance.

```lean
omit [DecidableEq n] in
/-- The residual is orthogonal to the unit vector `c`, and its squared length is `⟨A c, A c⟩ - ⟨c, A
c⟩²`, which is the energy variance when `A` is symmetric. -/
theorem residual_variance (A : Matrix n n ℝ) {c : n → ℝ} (hc : c ⬝ᵥ c = 1) :
    c ⬝ᵥ residual A c = 0 ∧
    residual A c ⬝ᵥ residual A c = (A *ᵥ c) ⬝ᵥ (A *ᵥ c) - (c ⬝ᵥ A *ᵥ c) ^ 2 := by
  constructor
  · simp only [residual, dotProduct_sub, dotProduct_smul, smul_eq_mul, hc]
    ring
  · simp only [residual, sub_dotProduct, dotProduct_sub, smul_dotProduct, dotProduct_smul,
      smul_eq_mul, hc, dotProduct_comm (A *ᵥ c) c]
    ring
```

Inserting Kc = r into the general derivative formula gives the response along this path.

```lean
/-- Along the path that mixes `c` with its residual, the relaxed derivative exceeds the
unrelaxed one by twice the energy variance. -/
theorem response_eq_variance {H : ℝ → Matrix n n ℝ} {H' : Matrix n n ℝ} {c : n → ℝ}
    (hH : HasMatrixDeriv H H') (hs : (H 0).IsSymm) (hc : c ⬝ᵥ c = 1) :
    HasDerivAt (relaxedEnergy H (cayleyPath (mixing (residual (H 0) c) c)
        (residual (H 0) c ⬝ᵥ residual (H 0) c)) c)
      (c ⬝ᵥ H' *ᵥ c + 2 * ((H 0 *ᵥ c) ⬝ᵥ (H 0 *ᵥ c) - (c ⬝ᵥ H 0 *ᵥ c) ^ 2)) 0 := by
  have h0 := (residual_variance (H 0) hc).1
  have hr : mixing (residual (H 0) c) c *ᵥ c = residual (H 0) c := by
    rw [mixing_mulVec, hc, dotProduct_comm (residual (H 0) c) c, h0, one_smul, zero_smul,
      sub_zero]
  refine (hasDerivAt_relaxedEnergy hH hs (mixing_isRotationPath hc h0) c).congr_deriv ?_
  rw [hr]
  simp only [residual, dotProduct_sub, dotProduct_smul, smul_eq_mul,
    dotProduct_comm (H 0 *ᵥ c) c]
  ring
```

## The equivalence

The hypotheses of the main theorem are `hH` (H has derivative H′ at 0), `hs` (H(0) is symmetric) and `hc` (c has unit length). Its left side quantifies over all paths `U` and generators `K`; its right side asks for some real eigenvalue `E`, not necessarily the lowest.

In the forward direction, the assumed derivative and the one from `response_eq_variance` belong to the same function, so `unique` equates them and the residual vanishes. In the reverse direction, `hk0` is ⟨c, Kc⟩ = 0, which removes the response.

```lean
/-- For symmetric `H 0` and a unit vector `c`, the relaxed and unrelaxed energy derivatives at zero
agree for every orthogonal path that starts at the identity and is differentiable there if and only
if `c` is an eigenvector of `H 0`. -/
theorem relaxed_eq_unrelaxed_iff {H : ℝ → Matrix n n ℝ} {H' : Matrix n n ℝ} {c : n → ℝ}
    (hH : HasMatrixDeriv H H') (hs : (H 0).IsSymm) (hc : c ⬝ᵥ c = 1) :
    (∀ U K, IsRotationPath U K → HasDerivAt (relaxedEnergy H U c) (c ⬝ᵥ H' *ᵥ c) 0) ↔
      ∃ E : ℝ, H 0 *ᵥ c = E • c := by
  constructor
  · intro h
    obtain ⟨h0, hvar⟩ := residual_variance (H 0) hc
    -- the residual path forces the energy variance to vanish
    have hu := (h _ _ (mixing_isRotationPath hc h0)).unique (response_eq_variance hH hs hc)
    have hz : residual (H 0) c ⬝ᵥ residual (H 0) c = 0 := by
      rw [hvar]
      linarith
    have hr : residual (H 0) c = 0 := dotProduct_self_eq_zero.mp hz
    exact ⟨c ⬝ᵥ H 0 *ᵥ c, sub_eq_zero.mp hr⟩
  · rintro ⟨E, hE⟩ U K hU
    -- an antisymmetric generator has zero expectation value
    have hk : c ⬝ᵥ K *ᵥ c = -(c ⬝ᵥ K *ᵥ c) := by
      calc c ⬝ᵥ K *ᵥ c = (Kᵀ *ᵥ c) ⬝ᵥ c := by
            rw [Matrix.dotProduct_mulVec, Matrix.mulVec_transpose]
        _ = -(c ⬝ᵥ K *ᵥ c) := by
            rw [generator_antisymm hU, Matrix.neg_mulVec, neg_dotProduct, dotProduct_comm]
    have hk0 : c ⬝ᵥ K *ᵥ c = 0 := by linarith
    refine (hasDerivAt_relaxedEnergy hH hs hU c).congr_deriv ?_
    rw [hE, smul_dotProduct, hk0, smul_zero, mul_zero, add_zero]

end

end RelaxedGradient
```

```lean
#print axioms RelaxedGradient.relaxed_eq_unrelaxed_iff
-- 'RelaxedGradient.relaxed_eq_unrelaxed_iff' depends on axioms: [propext, Classical.choice, Quot.sound]
```

For a full CI state in this finite, real model with fixed coefficients, the energy gradient therefore needs no orbital-response term. The converse relies on rotations of the whole configuration space: a converged Hartree–Fock determinant is stationary under orbital rotations, yet is generally not an eigenvector of the full Hamiltonian. The energy is an expectation value throughout, so the projected coupled-cluster energy, with its amplitude response, is not covered.
